# Dropping all correlations between groups of coordinates never lowers the quasi-harmonic entropy of a positive definite covariance matrix

If $C$ is a positive definite covariance matrix of $N$ coordinates, dividing the coordinates into groups and setting all correlations between different groups to zero never lowers the quasi-harmonic entropy $S(C)=\tfrac12\ln\det(2\pi e\,C)$, in units of $k_B$. For two groups $A$ and $B$ this rests on $\det C\le\det C_{AA}\,\det C_{BB}$, and for single coordinates on $\det C\le\prod_i C_{ii}$. I would like to see this made rigorous, with every step written out and a machine-checked proof. Does equality also mean that the dropped correlations were zero to begin with?

## One trace identity gives the bound and its equality case

Yes. For any grouping of the coordinates, the entropy stays the same exactly when all covariances between different groups already vanish.

Let $g(i)$ be the group of coordinate $i$. Define $R_{ij}=C_{ij}$ if $g(i)=g(j)$, and $R_{ij}=0$ otherwise. The goal is $\det C\le\det R$. It matters that all covariances between different groups are removed: for three coordinates with unit variances, $C_{12}=C_{23}=\tfrac12$ and $C_{13}=\tfrac14$, the determinant is $\tfrac9{16}$, and setting only $C_{13}$ to zero lowers it to $\tfrac12$.

**$R$ is positive definite.** It is symmetric because $C$ is. For a vector $x$, let $y_l$ agree with $x$ on group $l$ and vanish elsewhere. Then
$$x^TRx=\sum_l y_l^T C\,y_l .$$
Every term is nonnegative, and if $x\neq0$ some $y_l$ is nonzero, which makes the sum positive.

**The trace of $R^{-1}C$ is $N$.** Let $D$ be the diagonal projection onto one group. Since $R$ has no entries between groups, $RD=DR$. Multiplying by $R^{-1}$ on both sides gives $DR^{-1}=R^{-1}D$. Take $j$ in that group and $i$ outside it: the $(i,j)$ entry of this equation reads $0=(R^{-1})_{ij}$. So $R^{-1}$ has no entries between groups either, and in
$$\operatorname{tr}(R^{-1}C)=\sum_{i,j}(R^{-1})_{ij}C_{ji}$$
only pairs within a group contribute. There $C_{ji}=R_{ji}$, so the sum is $\operatorname{tr}(R^{-1}R)=N$.

**Whitening.** Diagonalise $R=U\Lambda U^T$ and set $Y=U\Lambda^{1/2}$, so that $R=YY^T$. With $Z=(Y^{-1})^T$,
$$Z^TRZ=Y^{-1}YY^T(Y^{-1})^T=\mathbf 1,\qquad ZZ^T=R^{-1}.$$
The matrix $M=Z^TCZ$ is positive definite, and $\operatorname{tr}M=\operatorname{tr}(ZZ^TC)=\operatorname{tr}(R^{-1}C)=N$.

**The determinant of $M$ is at most one.** Let $\mu_i>0$ be the eigenvalues of $M$. Since $\mu\le e^{\mu-1}$, with equality only at $\mu=1$,
$$\det M=\prod_i\mu_i\le\exp\Big(\sum_i(\mu_i-1)\Big)=e^{N-N}=1 .$$
Equality forces every $\mu_i=1$, hence $M=\mathbf 1$.

**Back to $C$.** From $(\det Z)^2\det R=1$ we get $\det M=\det C/\det R$, so $\det C\le\det R$. If the two are equal, then $Z^TCZ=\mathbf 1=Z^TRZ$, and $C=R$ because $Z$ is invertible. Conversely, vanishing covariances between groups mean $C=R$.

**Entropy.** Since $\det(2\pi e\,C)=(2\pi e)^N\det C$ and the logarithm is strictly increasing, $S(C)\le S(R)$ with the same equality condition. For two groups, $\det R=\det C_{AA}\det C_{BB}$ and $S(R)=S(C_{AA})+S(C_{BB})$. With one group per coordinate, $\det R=\prod_iC_{ii}$ and $S(R)=\sum_i\tfrac12\ln(2\pi e\,C_{ii})$.

Here is the argument in Lean 4 with Mathlib.

```lean
import Mathlib

open Matrix

namespace QuasiHarmonicCorrelations

variable {n k a b : Type*} [Fintype n] [DecidableEq n] [Fintype k] [DecidableEq k]
  [Fintype a] [DecidableEq a] [Fintype b] [DecidableEq b]

/-- The covariance matrix with all covariances between different groups set to zero;
`g i` is the group of coordinate `i`. -/
def dropCorrelations (g : n → k) (C : Matrix n n ℝ) : Matrix n n ℝ :=
  Matrix.of fun i j => if g i = g j then C i j else 0

/-- The quasi-harmonic entropy `(1/2) ln det (2 π e C)` in units of the Boltzmann constant,
for a positive definite covariance matrix `C`. -/
noncomputable def quasiHarmonicEntropy (C : Matrix n n ℝ) : ℝ :=
  1 / 2 * Real.log ((2 * Real.pi * Real.exp 1) • C).det

/-- A positive definite matrix whose trace equals its dimension has determinant at most one,
and determinant one only if it is the identity. -/
theorem det_le_one_of_trace {M : Matrix n n ℝ} (hM : M.PosDef)
    (ht : M.trace = Fintype.card n) : M.det ≤ 1 ∧ (M.det = 1 → M = 1) := by
  have hdet : M.det = ∏ i, hM.1.eigenvalues i := by
    simpa using hM.1.det_eq_prod_eigenvalues
  have htr : M.trace = ∑ i, hM.1.eigenvalues i := by
    simpa using hM.1.trace_eq_sum_eigenvalues
  have hexp : ∏ i, Real.exp (hM.1.eigenvalues i - 1) = 1 := by
    rw [← Real.exp_sum, Finset.sum_sub_distrib, ← htr, ht]
    simp
  have hle : ∀ i, hM.1.eigenvalues i ≤ Real.exp (hM.1.eigenvalues i - 1) := fun i => by
    linarith [Real.add_one_le_exp (hM.1.eigenvalues i - 1)]
  refine ⟨?_, fun h1 => ?_⟩
  · rw [hdet, ← hexp]
    exact Finset.prod_le_prod (fun i _ => (hM.eigenvalues_pos i).le) (fun i _ => hle i)
  · -- an eigenvalue different from one would make the inequality strict
    have hone : ∀ i, hM.1.eigenvalues i = 1 := by
      by_contra hne
      push Not at hne
      obtain ⟨i, hi⟩ := hne
      have hlt := Finset.prod_lt_prod (s := Finset.univ)
        (fun i _ => hM.eigenvalues_pos i) (fun i _ => hle i)
        ⟨i, Finset.mem_univ i, by
          linarith [Real.add_one_lt_exp (sub_ne_zero.mpr hi)]⟩
      rw [hexp, ← hdet, h1] at hlt
      exact lt_irrefl _ hlt
    have he : (RCLike.ofReal ∘ hM.1.eigenvalues : n → ℝ) = fun _ => 1 := by
      funext i
      simp [hone i]
    refine hM.1.spectral_theorem.trans ?_
    rw [he, Matrix.diagonal_one, map_one]

/-- Every positive definite covariance matrix becomes the identity in suitable linear
coordinates. -/
theorem exists_whitening {R : Matrix n n ℝ} (hR : R.PosDef) :
    ∃ Z : Matrix n n ℝ, IsUnit Z ∧ Zᵀ * R * Z = 1 := by
  -- factor R = Y Yᵀ with the square roots of the eigenvalues
  obtain ⟨Y, hY⟩ : ∃ Y : Matrix n n ℝ, R = Y * Yᵀ := by
    have h := hR.1.spectral_theorem
    rw [Unitary.conjStarAlgAut_apply] at h
    refine ⟨(hR.1.eigenvectorUnitary : Matrix n n ℝ) *
      diagonal (fun i => √(hR.1.eigenvalues i)), h.trans ?_⟩
    have hd : diagonal (fun i => √(hR.1.eigenvalues i)) *
        diagonal (fun i => √(hR.1.eigenvalues i)) =
        diagonal (RCLike.ofReal ∘ hR.1.eigenvalues : n → ℝ) := by
      rw [diagonal_mul_diagonal]
      congr 1
      funext i
      simp [Real.mul_self_sqrt (hR.eigenvalues_pos i).le]
    rw [← hd, transpose_mul, diagonal_transpose, star_eq_conjTranspose,
      conjTranspose_eq_transpose_of_trivial]
    simp only [Matrix.mul_assoc]
  have hu : IsUnit Y.det := by
    have h := hR.det_pos.ne'
    rw [hY, det_mul] at h
    exact (left_ne_zero_of_mul h).isUnit
  have h1 : Y⁻¹ * Y = 1 := nonsing_inv_mul _ hu
  have h2 : Yᵀ * (Y⁻¹)ᵀ = 1 := by rw [← transpose_mul, h1, transpose_one]
  refine ⟨(Y⁻¹)ᵀ, IsUnit.of_mul_eq_one _ (mul_eq_one_comm.mp h2), ?_⟩
  calc (Y⁻¹)ᵀᵀ * R * (Y⁻¹)ᵀ = (Y⁻¹ * Y) * (Yᵀ * (Y⁻¹)ᵀ) := by
        rw [transpose_transpose, hY]
        simp only [Matrix.mul_assoc]
    _ = 1 := by rw [h1, h2, Matrix.one_mul]

omit [DecidableEq n] in
/-- Dropping the correlations between groups in a positive definite covariance matrix leaves it
positive definite. -/
theorem dropCorrelations_posDef (g : n → k) {C : Matrix n n ℝ} (hC : C.PosDef) :
    (dropCorrelations g C).PosDef := by
  rw [posDef_iff_dotProduct_mulVec]
  refine ⟨?_, fun {x} hx => ?_⟩
  · ext i j
    have h := hC.1.apply i j
    simp only [star_trivial] at h
    simp [dropCorrelations, conjTranspose_apply, h, eq_comm]
  · -- the quadratic form is a sum over groups of the form of C
    let y : k → n → ℝ := fun l i => if g i = l then x i else 0
    have hsum : star x ⬝ᵥ (dropCorrelations g C *ᵥ x) = ∑ l, star (y l) ⬝ᵥ (C *ᵥ y l) := by
      simp only [star_trivial, dotProduct, mulVec, Finset.mul_sum]
      refine Eq.trans ?_ Finset.sum_comm
      refine Finset.sum_congr rfl fun i _ => ?_
      refine Eq.trans ?_ Finset.sum_comm
      refine Finset.sum_congr rfl fun j _ => ?_
      rw [Finset.sum_eq_single (g i)]
      · by_cases h : g i = g j
        · simp [dropCorrelations, y, h]
        · have h' : ¬ g j = g i := fun e => h e.symm
          simp [dropCorrelations, y, h, h']
      · intro l _ hl
        simp [y, hl.symm]
      · simp
    rw [hsum]
    obtain ⟨i, hi⟩ := Function.ne_iff.mp hx
    refine Finset.sum_pos' (fun l _ => hC.posSemidef.dotProduct_mulVec_nonneg (y l))
      ⟨g i, Finset.mem_univ _, hC.dotProduct_mulVec_pos fun h => hi ?_⟩
    simpa [y] using congrFun h i

/-- If `C` is a positive definite covariance matrix and `R` is obtained from it by setting all
covariances between different groups to zero, the trace of `R⁻¹ C` is the number of coordinates. -/
theorem trace_inv_dropCorrelations_mul (g : n → k) {C : Matrix n n ℝ} (hC : C.PosDef) :
    ((dropCorrelations g C)⁻¹ * C).trace = Fintype.card n := by
  have hu : IsUnit (dropCorrelations g C).det :=
    (dropCorrelations_posDef g hC).det_pos.ne'.isUnit
  -- the inverse commutes with the projection on each group
  have hoff : ∀ i j, g i ≠ g j → (dropCorrelations g C)⁻¹ i j = 0 := by
    intro i j hij
    obtain ⟨D, hD⟩ : ∃ D : Matrix n n ℝ,
      D = diagonal (fun m => if g m = g j then 1 else 0) := ⟨_, rfl⟩
    have hcomm : dropCorrelations g C * D = D * dropCorrelations g C := by
      ext p q
      rw [hD, mul_diagonal, diagonal_mul]
      by_cases h : g p = g q
      · rw [h, mul_comm]
      · simp [dropCorrelations, h]
    have hinv : (dropCorrelations g C)⁻¹ * D = D * (dropCorrelations g C)⁻¹ := by
      calc (dropCorrelations g C)⁻¹ * D
          = (dropCorrelations g C)⁻¹ * (D * dropCorrelations g C) *
              (dropCorrelations g C)⁻¹ := by
            rw [Matrix.mul_assoc, Matrix.mul_assoc, mul_nonsing_inv _ hu, Matrix.mul_one]
        _ = D * (dropCorrelations g C)⁻¹ := by
            rw [← hcomm, ← Matrix.mul_assoc, nonsing_inv_mul _ hu, Matrix.one_mul]
    have h := congrFun (congrFun hinv i) j
    rw [hD, mul_diagonal, diagonal_mul, if_pos rfl, if_neg hij, mul_one, zero_mul] at h
    exact h
  calc ((dropCorrelations g C)⁻¹ * C).trace
      = ((dropCorrelations g C)⁻¹ * dropCorrelations g C).trace := by
        simp only [trace, diag_apply, mul_apply]
        refine Finset.sum_congr rfl fun i _ => Finset.sum_congr rfl fun j _ => ?_
        by_cases h : g i = g j
        · have hji : dropCorrelations g C j i = C j i := by simp [dropCorrelations, h]
          rw [hji]
        · rw [hoff i j h, zero_mul, zero_mul]
    _ = Fintype.card n := by rw [nonsing_inv_mul _ hu, trace_one]

/-- Dropping correlations between groups never lowers the determinant of a positive definite
covariance matrix, and leaves it unchanged exactly when all covariances between groups vanish. -/
theorem det_le_det_dropCorrelations (g : n → k) {C : Matrix n n ℝ} (hC : C.PosDef) :
    C.det ≤ (dropCorrelations g C).det ∧
      (C.det = (dropCorrelations g C).det ↔ ∀ i j, g i ≠ g j → C i j = 0) := by
  have hR := dropCorrelations_posDef g hC
  obtain ⟨Z, hZ, hw⟩ := exists_whitening hR
  have hinv : (dropCorrelations g C)⁻¹ = Z * Zᵀ := by
    apply inv_eq_right_inv
    rw [← Matrix.mul_assoc]
    apply mul_eq_one_comm.mp
    rw [← Matrix.mul_assoc, hw]
  have hM : (Zᵀ * C * Z).PosDef := by
    have h := hC.conjTranspose_mul_mul_same (mulVec_injective_of_isUnit hZ)
    rwa [conjTranspose_eq_transpose_of_trivial] at h
  have ht : (Zᵀ * C * Z).trace = Fintype.card n := by
    rw [trace_mul_comm, ← Matrix.mul_assoc, ← hinv]
    exact trace_inv_dropCorrelations_mul g hC
  obtain ⟨hle, heq⟩ := det_le_one_of_trace hM ht
  -- in whitened coordinates the determinant is the ratio det C / det R
  have hratio : C.det = (Zᵀ * C * Z).det * (dropCorrelations g C).det := by
    have h := congrArg det hw
    rw [det_mul, det_mul, det_one] at h
    rw [det_mul, det_mul]
    linear_combination (-C.det) * h
  refine ⟨?_, fun h => ?_, fun h => ?_⟩
  · rw [hratio]
    exact mul_le_of_le_one_left hR.det_pos.le hle
  · have h1 : (Zᵀ * C * Z).det = 1 := by
      apply mul_right_cancel₀ hR.det_pos.ne'
      rw [← hratio, one_mul, h]
    have h2 : Zᵀ * C = Zᵀ * dropCorrelations g C :=
      hZ.mul_right_cancel ((heq h1).trans hw.symm)
    have hCR : C = dropCorrelations g C := by
      have h3 := congrArg (fun X => Z * X) h2
      simp only [← Matrix.mul_assoc, ← hinv] at h3
      have hu : IsUnit (dropCorrelations g C)⁻¹ :=
        IsUnit.of_mul_eq_one _ (nonsing_inv_mul _ hR.det_pos.ne'.isUnit)
      exact hu.mul_left_cancel h3
    intro i j hij
    rw [hCR]
    simp [dropCorrelations, hij]
  · congr 1
    ext i j
    by_cases hij : g i = g j
    · simp [dropCorrelations, hij]
    · simp [dropCorrelations, hij, h i j hij]

/-- Dropping correlations between groups never lowers the quasi-harmonic entropy of a positive
definite covariance matrix, and leaves it unchanged exactly when all covariances between groups
vanish. -/
theorem entropy_le_entropy_dropCorrelations (g : n → k) {C : Matrix n n ℝ} (hC : C.PosDef) :
    quasiHarmonicEntropy C ≤ quasiHarmonicEntropy (dropCorrelations g C) ∧
      (quasiHarmonicEntropy C = quasiHarmonicEntropy (dropCorrelations g C) ↔
        ∀ i j, g i ≠ g j → C i j = 0) := by
  obtain ⟨hle, hiff⟩ := det_le_det_dropCorrelations g hC
  have hK : 0 < (2 * Real.pi * Real.exp 1) ^ Fintype.card n := by positivity
  have hp := mul_pos hK hC.det_pos
  have hq := mul_pos hK (dropCorrelations_posDef g hC).det_pos
  unfold quasiHarmonicEntropy
  rw [det_smul, det_smul, ← hiff]
  refine ⟨?_, fun h => ?_, fun h => by rw [h]⟩
  · have := Real.log_le_log hp (mul_le_mul_of_nonneg_left hle hK.le)
    linarith
  · exact mul_left_cancel₀ hK.ne' (Real.log_injOn_pos hp hq (by linarith))

/-- Fischer's inequality for a real positive definite matrix: its determinant is at most the product
of the determinants of its two diagonal blocks. -/
theorem fischer_inequality {C : Matrix (a ⊕ b) (a ⊕ b) ℝ} (hC : C.PosDef) :
    C.det ≤ C.toBlocks₁₁.det * C.toBlocks₂₂.det := by
  have hb : dropCorrelations Sum.isLeft C = fromBlocks C.toBlocks₁₁ 0 0 C.toBlocks₂₂ := by
    ext (i | i) (j | j) <;> simp [dropCorrelations, toBlocks₁₁, toBlocks₂₂]
  have h := (det_le_det_dropCorrelations Sum.isLeft hC).1
  rwa [hb, det_fromBlocks_zero₂₁] at h

/-- Hadamard's inequality: the determinant of a positive definite covariance matrix is at most the
product of the variances. -/
theorem hadamard_inequality {C : Matrix n n ℝ} (hC : C.PosDef) : C.det ≤ ∏ i, C i i := by
  have hd : dropCorrelations id C = diagonal (fun i => C i i) := by
    ext i j
    by_cases h : i = j <;> simp [dropCorrelations, h]
  have h := (det_le_det_dropCorrelations id hC).1
  rwa [hd, det_diagonal] at h

/-- For a positive definite covariance matrix, the quasi-harmonic entropy of two coordinate groups
together is at most the sum of their separate entropies. -/
theorem entropy_subadditive {C : Matrix (a ⊕ b) (a ⊕ b) ℝ} (hC : C.PosDef) :
    quasiHarmonicEntropy C ≤
      quasiHarmonicEntropy C.toBlocks₁₁ + quasiHarmonicEntropy C.toBlocks₂₂ := by
  have hb : dropCorrelations Sum.isLeft C = fromBlocks C.toBlocks₁₁ 0 0 C.toBlocks₂₂ := by
    ext (i | i) (j | j) <;> simp [dropCorrelations, toBlocks₁₁, toBlocks₂₂]
  have h := (entropy_le_entropy_dropCorrelations Sum.isLeft hC).1
  have hp : ((2 * Real.pi * Real.exp 1) • dropCorrelations Sum.isLeft C).det ≠ 0 := by
    rw [det_smul]
    exact mul_ne_zero (by positivity) (dropCorrelations_posDef Sum.isLeft hC).det_pos.ne'
  unfold quasiHarmonicEntropy at h ⊢
  rw [hb, fromBlocks_smul] at h hp
  simp only [smul_zero] at h hp
  rw [det_fromBlocks_zero₂₁] at h hp
  rw [Real.log_mul (left_ne_zero_of_mul hp) (right_ne_zero_of_mul hp)] at h
  linarith

/-- For a positive definite covariance matrix, the quasi-harmonic entropy is at most the sum of the
one-coordinate entropies computed from the variances alone. -/
theorem entropy_le_sum_variances {C : Matrix n n ℝ} (hC : C.PosDef) :
    quasiHarmonicEntropy C ≤
      ∑ i, 1 / 2 * Real.log (2 * Real.pi * Real.exp 1 * C i i) := by
  have hpos : ∀ i, 0 < C i i := fun i => hC.diag_pos
  have hc : 0 < 2 * Real.pi * Real.exp 1 := by positivity
  have hprod : ((2 * Real.pi * Real.exp 1) • C).det ≤
      ∏ i, (2 * Real.pi * Real.exp 1 * C i i) := by
    rw [det_smul, Finset.prod_mul_distrib, Finset.prod_const, Finset.card_univ]
    exact mul_le_mul_of_nonneg_left (hadamard_inequality hC) (by positivity)
  have hp : 0 < ((2 * Real.pi * Real.exp 1) • C).det := by
    rw [det_smul]
    exact mul_pos (by positivity) hC.det_pos
  have h := Real.log_le_log hp hprod
  rw [Real.log_prod (fun i _ => (mul_pos hc (hpos i)).ne')] at h
  unfold quasiHarmonicEntropy
  rw [← Finset.mul_sum]
  linarith

end QuasiHarmonicCorrelations
```

```lean
#print axioms QuasiHarmonicCorrelations.entropy_le_entropy_dropCorrelations
#print axioms QuasiHarmonicCorrelations.fischer_inequality
#print axioms QuasiHarmonicCorrelations.entropy_subadditive
#print axioms QuasiHarmonicCorrelations.entropy_le_sum_variances
```

```
'QuasiHarmonicCorrelations.entropy_le_entropy_dropCorrelations' depends on axioms: [propext, Classical.choice, Quot.sound]
'QuasiHarmonicCorrelations.fischer_inequality' depends on axioms: [propext, Classical.choice, Quot.sound]
'QuasiHarmonicCorrelations.entropy_subadditive' depends on axioms: [propext, Classical.choice, Quot.sound]
'QuasiHarmonicCorrelations.entropy_le_sum_variances' depends on axioms: [propext, Classical.choice, Quot.sound]
```

## What the matrices and hypotheses stand for

The finite type `n` labels the coordinates, so $N$ is `Fintype.card n`. The map `g : n → k` assigns the groups, and `dropCorrelations g C` is $R$. In the two-group theorems the index type is `a ⊕ b`, and `C.toBlocks₁₁` and `C.toBlocks₂₂` are $C_{AA}$ and $C_{BB}$.

The hypothesis `C.PosDef` includes symmetry. Physically, it says that every nonzero linear combination of the coordinates fluctuates. An exact linear constraint among the coordinates, or too few samples for their number, gives a singular matrix, which is not covered.

`quasiHarmonicEntropy` is the classical formula applied to a matrix of pure numbers, so the coordinates are measured in fixed units. No probability distribution appears: the identification of this formula with the entropy of a Gaussian is assumed in the definition. The quantum oscillator version of quasi-harmonic entropy is not treated.

The equality conditions are stated in `det_le_det_dropCorrelations` and `entropy_le_entropy_dropCorrelations`; the four special cases after them are inequalities only. `fischer_inequality` and `hadamard_inequality` concern real positive definite matrices, not complex Hermitian ones, and Hadamard's bound for a general matrix in terms of its column lengths is a different statement.

In simulation practice, within this classical Gaussian formula, adding the entropies of the diagonal blocks of a positive definite covariance matrix, or those of its single variances, gives an upper bound on the entropy computed from that same full matrix. The bound does not compare covariance matrices taken from different simulations or from different stretches of a trajectory.

## How the Lean proof follows the derivation

- `det_le_one_of_trace` is the eigenvalue argument. `Real.add_one_le_exp` supplies $\mu\le e^{\mu-1}$, and `Finset.prod_le_prod` multiplies these bounds. For equality, an eigenvalue other than one would make the product strictly smaller, by `Finset.prod_lt_prod`; the spectral theorem then turns "all eigenvalues are one" into `M = 1`.
- `exists_whitening` builds $Y$ from the eigenvectors and square roots of the eigenvalues, then takes $Z=(Y^{-1})^T$.
- `dropCorrelations_posDef` proves the sum over groups as `hsum`, with `y l` for $y_l$.
- `trace_inv_dropCorrelations_mul` uses the projection `D`. Its step `hoff` says that $R^{-1}$ has no entries between groups.
- `det_le_det_dropCorrelations` combines these: `hinv` is $R^{-1}=ZZ^T$, `ht` is the trace of $M$, and `hratio` is $\det C=\det M\,\det R$. Cancelling $Z$ and then $R^{-1}$ gives $C=R$ in the equality case.
- `entropy_le_entropy_dropCorrelations` takes logarithms, using their injectivity on positive numbers for the equality condition.

The special cases choose `g`. `Sum.isLeft` separates the two blocks for `fischer_inequality` and `entropy_subadditive`, while `id` puts each coordinate in its own group for `hadamard_inequality`. Finally, `entropy_le_sum_variances` takes the logarithm of Hadamard's bound and splits the product into a sum.
